# The mean thermal energy of a harmonic mode as a series of Boltzmann factors

The theorem `modeEnergy_hasSum` concerns one harmonic mode of frequency w > 0 at temperature T > 0, in units with ħ = k_B = 1 and with the zero-point energy left out. It states that the series with terms w·exp(−(n+1)w/T), for n = 0, 1, 2, …, converges to the mean energy w/(exp(w/T) − 1). The attempt starts from the geometric series with ratio exp(−w/T), which is less than 1, and multiplies it by w·exp(−w/T). It then uses `convert` to reduce the theorem to matching the terms and the sum with those of that series.

An attempt in Lean 4 with a fault in it:

```lean
import Mathlib

open MeasureTheory Set Real

namespace WeylDensityOfStates

noncomputable section

/-- Mean thermal energy of a mode of frequency `w` at temperature `T`, without zero-point energy, in
units with `ħ = k_B = 1`; the physical domain is `w > 0`, `T > 0`. -/
def modeEnergy (T w : ℝ) : ℝ := w / (Real.exp (w / T) - 1)

/-- The mean energy of a mode is a sum of Boltzmann factors at the temperatures `T/(n+1)`,
each multiplied by `w`. -/
theorem modeEnergy_hasSum {T w : ℝ} (hT : 0 < T) (hw : 0 < w) :
    HasSum (fun n : ℕ => w * Real.exp (-(((n : ℝ) + 1) / T * w))) (modeEnergy T w) := by
  have hq : Real.exp (-(w / T)) < 1 := Real.exp_lt_one (neg_lt_zero.2 (div_pos hw hT))
  have h := (hasSum_geometric_of_lt_one (Real.exp_pos _).le hq).mul_left
    (w * Real.exp (-(w / T)))
  convert h using 1
  · funext n
    have e : Real.exp (-(((n : ℝ) + 1) / T * w))
        = Real.exp (-(w / T)) * Real.exp (-(w / T)) ^ n := by
      rw [← Real.exp_nat_mul, ← Real.exp_add]
      congr 1
      ring
    rw [e]
    ring
  · have h1 : 1 < Real.exp (w / T) := Real.one_lt_exp_iff.2 (div_pos hw hT)
    rw [modeEnergy, Real.exp_neg]
    generalize Real.exp (w / T) = E at h1
    have hE : E ≠ 0 := by linarith
    have hE1 : E - 1 ≠ 0 := by linarith
    have e : 1 - E⁻¹ = (E - 1) / E := by field_simp
    rw [e, inv_div]
    field_simp

end

end WeylDensityOfStates
```

Lean reports:

```
Main.lean:17:39: error(lean.unknownIdentifier): Unknown constant `Real.exp_lt_one`
Main.lean:21:4: error: Tactic `apply` failed: could not unify the conclusion of `@funext`
  ?f = ?g
with the goal
  instAddCommMonoid =
    CommRing.toNonUnitalCommRing.toNonUnitalNonAssocCommRing.toNonUnitalNonAssocSemiring.toAddCommMonoid

Note: The full type of `@funext` is
  ∀ {α : Sort ?u.53} {β : α → Sort ?u.52} {f g : (x : α) → β x}, (∀ (x : α), f x = g x) → f = g

case e'_3
T w : ℝ
hT : 0 < T
hw : 0 < w
hq : rexp (-(w / T)) < 1
h : HasSum (fun i => w * rexp (-(w / T)) * rexp (-(w / T)) ^ i) (w * rexp (-(w / T)) * (1 - rexp (-(w / T)))⁻¹)
⊢ instAddCommMonoid =
    CommRing.toNonUnitalCommRing.toNonUnitalNonAssocCommRing.toNonUnitalNonAssocSemiring.toAddCommMonoid
Main.lean:30:8: error: Failed to rewrite using equation theorems for `modeEnergy`
Main.lean:16:86: error: unsolved goals
case e'_6
T w : ℝ
hT : 0 < T
hw : 0 < w
hq : rexp (-(w / T)) < 1
h : HasSum (fun i => w * rexp (-(w / T)) * rexp (-(w / T)) ^ i) (w * rexp (-(w / T)) * (1 - rexp (-(w / T)))⁻¹)
⊢ modeEnergy T w = w * rexp (-(w / T)) * (1 - rexp (-(w / T)))⁻¹
```

Cause. The first message says that `Real.exp_lt_one` does not exist in this Mathlib; the repair uses the reverse direction of `Real.exp_lt_one_iff`.

The other three share one cause. `convert h using 1` left three goals where the proof expected two. The extra one, which came first, asks that two forms of the additive structure on the reals be equal: the theorem's own, and the one `h` got through the ring structure. So `funext` met an equation that is not between functions, the second block met the equation between terms, where there is no `modeEnergy` to unfold, and the equation for the sum was left unproved.

The repair states the two wanted equations as `hf` and `hm`, rewrites with them, and closes with `exact h`, which accepts the two structures as the same by definition.

The remaining changes cure none of these messages. `generalize … at h1` already acts on the goal as well as on `h1`, so the added `⊢` is not needed, and the new proofs of `hE` and `hE1` are mere tidying.

After these edits no error is left:

```diff
@@ -15,9 +15,10 @@
 theorem modeEnergy_hasSum {T w : ℝ} (hT : 0 < T) (hw : 0 < w) :
     HasSum (fun n : ℕ => w * Real.exp (-(((n : ℝ) + 1) / T * w))) (modeEnergy T w) := by
-  have hq : Real.exp (-(w / T)) < 1 := Real.exp_lt_one (neg_lt_zero.2 (div_pos hw hT))
+  have hq : Real.exp (-(w / T)) < 1 := Real.exp_lt_one_iff.2 (neg_lt_zero.2 (div_pos hw hT))
   have h := (hasSum_geometric_of_lt_one (Real.exp_pos _).le hq).mul_left
     (w * Real.exp (-(w / T)))
-  convert h using 1
-  · funext n
+  have hf : (fun n : ℕ => w * Real.exp (-(((n : ℝ) + 1) / T * w)))
+      = fun n : ℕ => w * Real.exp (-(w / T)) * Real.exp (-(w / T)) ^ n := by
+    funext n
     have e : Real.exp (-(((n : ℝ) + 1) / T * w))
         = Real.exp (-(w / T)) * Real.exp (-(w / T)) ^ n := by
@@ -27,12 +28,16 @@
     rw [e]
     ring
-  · have h1 : 1 < Real.exp (w / T) := Real.one_lt_exp_iff.2 (div_pos hw hT)
+  have hm : modeEnergy T w
+      = w * Real.exp (-(w / T)) * (1 - Real.exp (-(w / T)))⁻¹ := by
+    have h1 : 1 < Real.exp (w / T) := Real.one_lt_exp_iff.2 (div_pos hw hT)
     rw [modeEnergy, Real.exp_neg]
-    generalize Real.exp (w / T) = E at h1
-    have hE : E ≠ 0 := by linarith
-    have hE1 : E - 1 ≠ 0 := by linarith
+    generalize Real.exp (w / T) = E at h1 ⊢
+    have hE : E ≠ 0 := (lt_trans zero_lt_one h1).ne'
+    have hE1 : E - 1 ≠ 0 := (sub_pos.2 h1).ne'
     have e : 1 - E⁻¹ = (E - 1) / E := by field_simp
     rw [e, inv_div]
     field_simp
+  rw [hf, hm]
+  exact h
 
 end
```
